# The free energy of a finite spectrum moves no further than its most displaced level

A conformer free energy is often computed by putting a short list of energies into a Boltzmann sum. When a better electronic-structure method corrects those energies, the free energy changes too, and a bound on the corrections should give a bound on that change. For a finite list of levels it does: if no level moves by more than $D$, neither does the free energy, at any fixed temperature and for any number of levels.

Let the levels be $E_i$, with $i$ in a finite nonempty set, and let $b=1/(k_BT)$ be the inverse temperature. Define

$$Z(E)=\sum_i e^{-bE_i},\qquad F(E)=-\frac1b\log Z(E).$$

Only $b\neq0$ is required. Negative $b$ describes inverted populations, which a spectrum bounded above allows.

## From a rigid shift to the largest displacement

**Rigid shift.** Adding $c$ to every level gives $Z(E+c)=e^{-bc}Z(E)$, so

$$F(E+c)=-\frac1b\bigl(-bc+\log Z(E)\bigr)=F(E)+c.$$

**Ordered spectra.** Let $E_i\le E'_i$ for all $i$, with $E_k<E'_k$ for some $k$. If $b>0$, no Boltzmann factor grows and the $k$-th shrinks, so $Z(E')<Z(E)$. The logarithm keeps this order and the negative prefactor $-1/b$ reverses it, giving $F(E)<F(E')$. If $b<0$, then $Z(E')>Z(E)$, the prefactor is positive, and again $F(E)<F(E')$. Hence $E\le E'$ implies $F(E)\le F(E')$, with equality only for $E=E'$.

**Enclosure.** If every level moves by at least $m$ and at most $M$, then $E+m\le E'\le E+M$. Monotonicity and the shift rule give $F(E)+m\le F(E')\le F(E)+M$.

**Largest displacement.** Put $D=\max_i|E_i-E'_i|$. Then $E'\le E+D$ and $E\le E'+D$, so $F(E')\le F(E)+D$ and $F(E)\le F(E')+D$, which together say

$$|F(E)-F(E')|\le D.$$

Suppose equality holds. If $F(E')=F(E)+D=F(E+D)$, the ordered spectra $E'\le E+D$ have equal free energies, so $E'=E+D$. In the other case $E=E'+D$ in the same way. Conversely, if $E'=E+c$, both sides equal $|c|$. With a single level, every change is a rigid shift and equality always holds.

**One level raised.** Raise level $k$ by $\delta>0$ when there are at least two levels. The new spectrum lies above $E$, strictly at $k$, and below $E+\delta$, strictly at every other level. So $F$ rises by more than $0$ and less than $\delta$.

## Three corrected conformer energies

Take conformers at $0$, $2$ and $5$ kJ/mol, with $1/b=2.5$ kJ/mol, the thermal energy near 300 K. Then $Z\approx1.585$ and $F\approx-1.15$ kJ/mol. Suppose a better method, with energies measured from the same zero, raises them by $0.5$, $0.8$ and $0.2$ kJ/mol. Before any new sum is evaluated, the enclosure places the new free energy between about $-0.95$ and $-0.35$ kJ/mol. The sum itself gives about $-0.60$ kJ/mol.

## Levels, partition function and deviation in Lean

A spectrum is a function `E : ι → ℝ` on a finite type `ι` of labels. Degenerate states have separate labels, and no ordering of the levels is assumed.

```lean
import Mathlib

namespace FreeEnergyLevels

noncomputable section

variable {ι : Type*} [Fintype ι]
```

The next two definitions are $Z$ and $F$, with `b` in inverse energy units.

```lean
/-- The canonical partition function of the levels `E i` at inverse temperature `b`. -/
def partitionFunction (b : ℝ) (E : ι → ℝ) : ℝ :=
  ∑ i, Real.exp (-b * E i)

/-- The free energy `-(1/b) log Z` of a finite nonempty spectrum, for inverse temperature
`b ≠ 0`. -/
def freeEnergy (b : ℝ) (E : ι → ℝ) : ℝ :=
  -(1 / b) * Real.log (partitionFunction b E)
```

The deviation $D$ is a maximum over all labels, which is why `maxDeviation` asks for a nonempty type. It compares levels with the same label.

```lean
/-- The largest distance between corresponding levels of two finite nonempty spectra. -/
def maxDeviation [Nonempty ι] (E E' : ι → ℝ) : ℝ :=
  Finset.univ.sup' Finset.univ_nonempty (fun i => |E i - E' i|)
```

Positivity of $Z$ is needed whenever a logarithm is split or compared.

```lean
/-- The partition function of a finite nonempty spectrum is positive. -/
theorem partitionFunction_pos [Nonempty ι] (b : ℝ) (E : ι → ℝ) :
    0 < partitionFunction b E :=
  Finset.sum_pos (fun _ _ => Real.exp_pos _) Finset.univ_nonempty
```

## The shift rule and strict monotonicity

In the shift rule, `hZ` takes the common factor $e^{-bc}$ out of the sum. The logarithm of the product is then split, and `h1` cancels $b$ against $1/b$. At `b = 0` Lean sets `1 / b` to zero, so `freeEnergy` would vanish and the rule would fail for $c\ne0$.

```lean
/-- Shifting every level of a finite nonempty spectrum by `c` shifts the free energy by `c`,
at any inverse temperature `b ≠ 0`. -/
theorem freeEnergy_shift [Nonempty ι] {b : ℝ} (hb : b ≠ 0) (E : ι → ℝ) (c : ℝ) :
    freeEnergy b (fun i => E i + c) = freeEnergy b E + c := by
  -- the common Boltzmann factor comes out of the sum
  have hZ : partitionFunction b (fun i => E i + c)
      = Real.exp (-b * c) * partitionFunction b E := by
    simp only [partitionFunction, Finset.mul_sum]
    refine Finset.sum_congr rfl fun i _ => ?_
    rw [← Real.exp_add]
    congr 1
    ring
  have h1 : 1 / b * b = 1 := one_div_mul_cancel hb
  unfold freeEnergy
  rw [hZ, Real.log_mul (Real.exp_pos _).ne' (partitionFunction_pos b E).ne', Real.log_exp]
  linear_combination c * h1
```

The strict statement treats the two signs of `b` separately, as above. `Finset.sum_lt_sum` compares the sums term by term with one strict term, `Real.log_lt_log` passes to logarithms, and the last `nlinarith` in each case multiplies by the prefactor.

```lean
/-- If no level is lowered and at least one level is raised, the free energy strictly rises,
at any inverse temperature `b ≠ 0`. -/
theorem freeEnergy_strict {b : ℝ} (hb : b ≠ 0) {E E' : ι → ℝ} {k : ι}
    (h : ∀ i, E i ≤ E' i) (hk : E k < E' k) :
    freeEnergy b E < freeEnergy b E' := by
  have : Nonempty ι := ⟨k⟩
  unfold freeEnergy
  rcases lt_or_gt_of_ne hb with hneg | hpos
  · -- negative temperature: the partition function grows with the levels
    have hZ : partitionFunction b E < partitionFunction b E' := by
      refine Finset.sum_lt_sum (fun i _ => Real.exp_le_exp.mpr ?_)
        ⟨k, Finset.mem_univ k, Real.exp_lt_exp.mpr ?_⟩
      · nlinarith [mul_nonneg (sub_nonneg.2 (h i)) (neg_pos.2 hneg).le]
      · nlinarith [mul_pos (sub_pos.2 hk) (neg_pos.2 hneg)]
    have hl := Real.log_lt_log (partitionFunction_pos b E) hZ
    have hc : 1 / b < 0 := one_div_neg.mpr hneg
    nlinarith [mul_pos (sub_pos.2 hl) (neg_pos.2 hc)]
  · -- positive temperature: the partition function shrinks
    have hZ : partitionFunction b E' < partitionFunction b E := by
      refine Finset.sum_lt_sum (fun i _ => Real.exp_le_exp.mpr ?_)
        ⟨k, Finset.mem_univ k, Real.exp_lt_exp.mpr ?_⟩
      · nlinarith [mul_nonneg (sub_nonneg.2 (h i)) hpos.le]
      · nlinarith [mul_pos (sub_pos.2 hk) hpos]
    have hl := Real.log_lt_log (partitionFunction_pos b E') hZ
    have hc : 0 < 1 / b := one_div_pos.mpr hpos
    nlinarith [mul_pos (sub_pos.2 hl) hc]
```

For monotonicity, either the spectra coincide or `Function.ne_iff` supplies a label where they differ. There the inequality is strict, and the preceding theorem applies.

```lean
/-- The free energy is monotone in the levels at any inverse temperature `b ≠ 0`, and two
ordered spectra have the same free energy only if they coincide. -/
theorem freeEnergy_mono {b : ℝ} (hb : b ≠ 0) {E E' : ι → ℝ} (h : ∀ i, E i ≤ E' i) :
    freeEnergy b E ≤ freeEnergy b E' ∧ (freeEnergy b E = freeEnergy b E' ↔ E = E') := by
  by_cases hE : E = E'
  · subst hE
    exact ⟨le_rfl, by simp⟩
  · obtain ⟨k, hk⟩ := Function.ne_iff.mp hE
    have hlt := freeEnergy_strict hb h (lt_of_le_of_ne (h k) hk)
    exact ⟨hlt.le, fun h' => absurd h' hlt.ne, fun h' => absurd h' hE⟩
```

The enclosure compares `E'` with the two shifted copies of `E`. The numbers `m` and `M` may have either sign.

```lean
/-- If every level of a finite nonempty spectrum moves by at least `m` and at most `M`, then so
does the free energy, at any inverse temperature `b ≠ 0`. -/
theorem freeEnergy_enclosure [Nonempty ι] {b : ℝ} (hb : b ≠ 0) {E E' : ι → ℝ} {m M : ℝ}
    (hm : ∀ i, E i + m ≤ E' i) (hM : ∀ i, E' i ≤ E i + M) :
    freeEnergy b E + m ≤ freeEnergy b E' ∧ freeEnergy b E' ≤ freeEnergy b E + M := by
  have h1 := (freeEnergy_mono hb (E := fun i => E i + m) (E' := E') hm).1
  have h2 := (freeEnergy_mono hb (E := E') (E' := fun i => E i + M) hM).1
  rw [freeEnergy_shift hb] at h1 h2
  exact ⟨h1, h2⟩
```

## The Lipschitz bound and its equality case

The facts `A` and `B` are monotonicity for $E'\le E+D$ and $E\le E'+D$. Their first components give the bound. Their second components turn equality of free energies into equality of spectra, and `abs_choice` decides which one is used. The converse computes both sides as $|c|$.

```lean
/-- For finite nonempty spectra and `b ≠ 0`, free energies differ by at most the largest level
deviation, with equality exactly when one spectrum is a uniform shift of the other. -/
theorem freeEnergy_lipschitz [Nonempty ι] {b : ℝ} (hb : b ≠ 0) (E E' : ι → ℝ) :
    |freeEnergy b E - freeEnergy b E'| ≤ maxDeviation E E' ∧
      (|freeEnergy b E - freeEnergy b E'| = maxDeviation E E' ↔
        ∃ c, ∀ i, E' i = E i + c) := by
  have hD : ∀ i, |E i - E' i| ≤ maxDeviation E E' := fun i =>
    Finset.le_sup' (fun i => |E i - E' i|) (Finset.mem_univ i)
  -- each spectrum lies below the other one raised by the largest deviation
  have A := freeEnergy_mono hb (E := E') (E' := fun i => E i + maxDeviation E E')
    (fun i => by linarith [(abs_le.mp (hD i)).1])
  have B := freeEnergy_mono hb (E := E) (E' := fun i => E' i + maxDeviation E E')
    (fun i => by linarith [(abs_le.mp (hD i)).2])
  rw [freeEnergy_shift hb] at A B
  refine ⟨abs_le.mpr ⟨by linarith [A.1], by linarith [B.1]⟩, fun h => ?_, ?_⟩
  · -- equality in the bound is equality in monotonicity
    rcases abs_choice (freeEnergy b E - freeEnergy b E') with h' | h'
    · rw [h'] at h
      have hEq := B.2.mp (by linarith)
      refine ⟨-maxDeviation E E', fun i => ?_⟩
      have h2 : E i = E' i + maxDeviation E E' := congrFun hEq i
      linarith
    · rw [h'] at h
      have hEq := A.2.mp (by linarith)
      exact ⟨maxDeviation E E', fun i => congrFun hEq i⟩
  · rintro ⟨c, hc⟩
    have hE' : E' = fun i => E i + c := funext hc
    have hF : freeEnergy b E' = freeEnergy b E + c := by
      rw [hE', freeEnergy_shift hb]
    have habs : ∀ x : ℝ, |x - (x + c)| = |c| := fun x => by
      rw [show x - (x + c) = -c by ring, abs_neg]
    have hi : ∀ i, |E i - E' i| = |c| := fun i => by rw [hc i, habs]
    have hDc : maxDeviation E E' = |c| := by
      apply le_antisymm
      · exact Finset.sup'_le _ _ fun i _ => (hi i).le
      · obtain ⟨i⟩ := ‹Nonempty ι›
        exact (hi i).symm.le.trans (hD i)
    rw [hF, hDc, habs]
```

In the last theorem `Function.update` changes the level `k` alone, and `Nontrivial ι` says that there are at least two labels. The label `j` is one that stays behind the uniform shift.

```lean
/-- In a finite spectrum with at least two levels and at `b ≠ 0`, raising a single level by
`δ > 0` raises the free energy by strictly more than zero and strictly less than `δ`. -/
theorem freeEnergy_raise_one_level [DecidableEq ι] [Nontrivial ι] {b δ : ℝ} (hb : b ≠ 0)
    (hδ : 0 < δ) (E : ι → ℝ) (k : ι) :
    freeEnergy b E < freeEnergy b (Function.update E k (E k + δ)) ∧
      freeEnergy b (Function.update E k (E k + δ)) < freeEnergy b E + δ := by
  constructor
  · refine freeEnergy_strict hb (k := k) (fun i => ?_) (by simp [hδ])
    rcases eq_or_ne i k with rfl | hi
    · simp [hδ.le]
    · simp [hi]
  · -- some other level stays behind the uniform shift by `δ`
    obtain ⟨j, hj⟩ := exists_ne k
    rw [← freeEnergy_shift hb E δ]
    refine freeEnergy_strict hb (k := j) (fun i => ?_) (by simp [hj, hδ])
    rcases eq_or_ne i k with rfl | hi
    · simp
    · simp [hi, hδ.le]

end

end FreeEnergyLevels
```

```lean
#print axioms FreeEnergyLevels.freeEnergy_enclosure
#print axioms FreeEnergyLevels.freeEnergy_lipschitz
#print axioms FreeEnergyLevels.freeEnergy_raise_one_level
```

```
'FreeEnergyLevels.freeEnergy_enclosure' depends on axioms: [propext, Classical.choice, Quot.sound]
'FreeEnergyLevels.freeEnergy_lipschitz' depends on axioms: [propext, Classical.choice, Quot.sound]
'FreeEnergyLevels.freeEnergy_raise_one_level' depends on axioms: [propext, Classical.choice, Quot.sound]
```

## Starting from Hamiltonians instead

The theorems take the levels and their displacements as given. When two electronic-structure methods each supply a list of energies, as in the conformer example, the displacements are found by subtraction. Sometimes what is known is instead a bound on the change of a Hamiltonian, and one route is to convert it first into a bound on the displacements of the levels.

For Hermitian matrices $H$ and $H'$ of the same size, let $F(H)=-\frac1b\log\operatorname{tr}e^{-bH}$. The bound then holds with the operator norm of $H-H'$ in place of the maximum deviation, though the Lean code above does not cover this version. One proof uses Weyl's inequality: when the eigenvalues of each matrix are listed in increasing order, those at the same position differ by at most that norm. The bound for levels then does the rest.
